# Stiffness renormalisation by a finite oscillator bath

## Definitions and conventions

A system coordinate x has bare stiffness k₀. The bath consists of finitely many oscillators, labelled by i in a finite index type ι, with coordinates qᵢ, stiffnesses kᵢ and couplings cᵢ to x. A second finite type κ labels a further group of modes in the step on partial elimination. All quantities are real numbers. A family such as (qᵢ) is a function `ι → ℝ`, so qᵢ is `q i`. The bath may be empty, in which case every sum is zero.

```lean
import Mathlib

open Finset

namespace OscillatorBath

noncomputable section

variable {ι κ : Type*} [Fintype ι] [Fintype κ]
```

The potential energy is

    V(x, q) = k₀x²/2 + Σᵢ (kᵢqᵢ²/2 − cᵢqᵢx).

The model is classical and static: there are no masses, no kinetic energy and no direct coupling between bath modes. No sign is assumed for k₀ or the cᵢ.

```lean
/-- Potential of a coordinate `x` of bare stiffness `k₀`, coupled linearly with strengths `c i`
to bath oscillators `q i` of stiffness `k i`. -/
def V (k₀ : ℝ) (k c : ι → ℝ) (x : ℝ) (q : ι → ℝ) : ℝ :=
  k₀ * x ^ 2 / 2 + ∑ i, (k i * q i ^ 2 / 2 - c i * q i * x)
```

The stiffness shift due to the bath is

    δk = Σᵢ cᵢ²/kᵢ.

```lean
/-- The stiffness shift `δk = ∑ cᵢ² / kᵢ` of the bath. -/
def shift (k c : ι → ℝ) : ℝ := ∑ i, c i ^ 2 / k i
```

The renormalised stiffness is

    kR = k₀ − δk.

```lean
/-- The renormalized stiffness `kR = k₀ - δk`. -/
def kR (k₀ : ℝ) (k c : ι → ℝ) : ℝ := k₀ - shift k c
```

At fixed x the condition ∂V/∂qᵢ = kᵢqᵢ − cᵢx = 0 gives the relaxed configuration q̄(x), with components

    q̄ᵢ(x) = cᵢx/kᵢ.

```lean
/-- The relaxed bath configuration `qᵢ = cᵢ x / kᵢ` at system position `x`. -/
def relaxed (k c : ι → ℝ) (x : ℝ) : ι → ℝ := fun i => c i * x / k i
```

The hypothesis `hk : ∀ i, 0 < k i` states that each bath oscillator is stable on its own. It is assumed in every theorem below, except for the modes that are kept in the step on partial elimination.

## Completing the square

Expanding the square for one mode gives

    kᵢ(qᵢ − cᵢx/kᵢ)²/2 = kᵢqᵢ²/2 − cᵢqᵢx + (cᵢ²/kᵢ)x²/2,

and therefore

    kᵢqᵢ²/2 − cᵢqᵢx = kᵢ(qᵢ − q̄ᵢ)²/2 − (cᵢ²/kᵢ)x²/2.

Summing over i and collecting the x² terms,

    V(x, q) = kR x²/2 + Σᵢ kᵢ(qᵢ − q̄ᵢ(x))²/2.

In the proof, `h` is the single-mode identity, where `field_simp` clears the denominator kᵢ, which is nonzero. `Finset.sum_sub_distrib` splits the sum and `Finset.sum_mul` takes x²/2 out of it.

```lean
/-- Completing the square: `V` is `kR x²/2` plus the harmonic energies of the bath
displacements from the relaxed configuration. -/
theorem complete_square (k₀ : ℝ) {k : ι → ℝ} (c : ι → ℝ) (hk : ∀ i, 0 < k i)
    (x : ℝ) (q : ι → ℝ) :
    V k₀ k c x q = kR k₀ k c * x ^ 2 / 2 + ∑ i, k i * (q i - relaxed k c x i) ^ 2 / 2 := by
  -- one square per mode
  have h : ∀ i, k i * q i ^ 2 / 2 - c i * q i * x
      = k i * (q i - c i * x / k i) ^ 2 / 2 - c i ^ 2 / k i * (x ^ 2 / 2) := by
    intro i
    have := (hk i).ne'
    field_simp
    ring
  simp only [V, kR, shift, relaxed, h, Finset.sum_sub_distrib, ← Finset.sum_mul]
  ring
```

## The minimum over the bath

Each term kᵢ(qᵢ − q̄ᵢ)²/2 is nonnegative, and all terms vanish at q = q̄(x). Hence, for every x,

    min over q of V(x, q) = kR x²/2.

`Set.range (V k₀ k c x)` is the set of values of V as q varies, and `IsLeast` says that kR x²/2 belongs to it and bounds it from below. The two branches of the proof are these two claims, the first with witness `relaxed k c x`. This way of stating a minimum is worth reusing: it needs no infimum, and a later proof obtains the inequality at any particular q by applying the second component, `.2`, to `⟨q, rfl⟩`.

```lean
/-- For fixed `x` the minimum of `V` over all bath configurations is `kR x²/2`. -/
theorem bath_minimum (k₀ : ℝ) {k : ι → ℝ} (c : ι → ℝ) (hk : ∀ i, 0 < k i) (x : ℝ) :
    IsLeast (Set.range (V k₀ k c x)) (kR k₀ k c * x ^ 2 / 2) := by
  constructor
  · refine ⟨relaxed k c x, ?_⟩
    rw [complete_square k₀ c hk]
    simp
  · rintro _ ⟨q, rfl⟩
    rw [complete_square k₀ c hk]
    have : 0 ≤ ∑ i, k i * (q i - relaxed k c x i) ^ 2 / 2 :=
      Finset.sum_nonneg fun i _ => by have := hk i; positivity
    linarith
```

The minimiser is unique. If V(x, q) = kR x²/2, the sum of squares is zero; a vanishing sum of nonnegative terms vanishes term by term; and kᵢ(qᵢ − q̄ᵢ)² = 0 with kᵢ ≠ 0 forces qᵢ = q̄ᵢ. The proof follows this order through `h0` to `h4`, and the converse is substitution.

```lean
/-- For fixed `x` the value `kR x²/2` is attained exactly at the relaxed configuration. -/
theorem minimum_iff (k₀ : ℝ) {k : ι → ℝ} (c : ι → ℝ) (hk : ∀ i, 0 < k i)
    (x : ℝ) (q : ι → ℝ) :
    V k₀ k c x q = kR k₀ k c * x ^ 2 / 2 ↔ q = relaxed k c x := by
  rw [complete_square k₀ c hk]
  constructor
  · intro h
    have h0 : ∑ i, k i * (q i - relaxed k c x i) ^ 2 / 2 = 0 := by linarith
    -- a vanishing sum of nonnegative terms vanishes term by term
    rw [Finset.sum_eq_zero_iff_of_nonneg (fun i _ => by have := hk i; positivity)] at h0
    funext i
    have h1 := h0 i (Finset.mem_univ i)
    have h2 : k i * (q i - relaxed k c x i) ^ 2 = 0 := by linarith
    have h3 := (mul_eq_zero.1 h2).resolve_left (hk i).ne'
    have h4 := (pow_eq_zero_iff two_ne_zero).1 h3
    linarith
  · rintro rfl
    simp
```

## Stability

V is positive definite, that is positive at every (x, q) other than the origin, if and only if kR > 0. For necessity, evaluate at x = 1 with the bath relaxed:

    0 < V(1, q̄(1)) = kR/2.

For sufficiency there are two cases. If x ≠ 0, then V ≥ kR x²/2 > 0. If x = 0, then q ≠ 0 and V ≥ 0; equality would require q = q̄(0) = 0, so V > 0.

In Lean the origin is excluded by `x ≠ 0 ∨ q ≠ 0`, where `q ≠ 0` means that at least one qᵢ is nonzero. Writing a conjunction in place of the disjunction is an easy mistake, and it makes the equivalence false: for one mode of stiffness 1 and coupling 0, with k₀ = 0, the potential q²/2 is positive whenever both x and q are nonzero, yet kR = 0.

```lean
/-- `V` is positive at every configuration `(x, q)` other than the origin if and only if
the renormalized stiffness is positive. -/
theorem posDef_iff (k₀ : ℝ) {k : ι → ℝ} (c : ι → ℝ) (hk : ∀ i, 0 < k i) :
    (∀ x q, x ≠ 0 ∨ q ≠ 0 → 0 < V k₀ k c x q) ↔ 0 < kR k₀ k c := by
  constructor
  · intro h
    have h1 := h 1 (relaxed k c 1) (Or.inl one_ne_zero)
    rw [(minimum_iff k₀ c hk 1 _).2 rfl] at h1
    linarith
  · intro h x q hxq
    have hle : kR k₀ k c * x ^ 2 / 2 ≤ V k₀ k c x q := (bath_minimum k₀ c hk x).2 ⟨q, rfl⟩
    by_cases hx : x = 0
    · -- at x = 0 the relaxed bath sits at the origin
      subst hx
      have hq : q ≠ 0 := hxq.resolve_left (fun h => h rfl)
      have hne : V k₀ k c 0 q ≠ kR k₀ k c * 0 ^ 2 / 2 := by
        intro he
        apply hq
        rw [(minimum_iff k₀ c hk 0 q).1 he]
        funext i
        simp [relaxed]
      have hlt := lt_of_le_of_ne hle hne.symm
      simpa using hlt
    · have : 0 < kR k₀ k c * x ^ 2 / 2 := by positivity
      linarith
```

V is bounded below if and only if kR ≥ 0. If kR ≥ 0, then V ≥ kR x²/2 ≥ 0, so 0 is a lower bound. If kR < 0 and m is a proposed lower bound, choose x with

    x² = 2(|m| + 1)/(−kR),

so that

    V(x, q̄(x)) = kR x²/2 = −(|m| + 1) < m.

The proof takes x as `Real.sqrt` of that expression, `h2` is the evaluation, and `neg_abs_le m` supplies −|m| ≤ m for the contradiction.

```lean
/-- `V` is bounded below if and only if the renormalized stiffness is nonnegative. -/
theorem bounded_below_iff (k₀ : ℝ) {k : ι → ℝ} (c : ι → ℝ) (hk : ∀ i, 0 < k i) :
    (∃ m, ∀ x q, m ≤ V k₀ k c x q) ↔ 0 ≤ kR k₀ k c := by
  constructor
  · rintro ⟨m, hm⟩
    by_contra hneg
    have hlt : 0 < -kR k₀ k c := by linarith [not_le.1 hneg]
    have hne : kR k₀ k c ≠ 0 := by intro h; rw [h] at hlt; simp at hlt
    -- follow the relaxed configuration far enough out
    have hpos : 0 ≤ 2 * (|m| + 1) / (-kR k₀ k c) := by positivity
    have h1 := hm (Real.sqrt (2 * (|m| + 1) / (-kR k₀ k c)))
      (relaxed k c (Real.sqrt (2 * (|m| + 1) / (-kR k₀ k c))))
    rw [(minimum_iff k₀ c hk _ _).2 rfl, Real.sq_sqrt hpos] at h1
    have h2 : kR k₀ k c * (2 * (|m| + 1) / (-kR k₀ k c)) / 2 = -(|m| + 1) := by
      field_simp
    linarith [neg_abs_le m]
  · intro h
    refine ⟨0, fun x q => ?_⟩
    have hle : kR k₀ k c * x ^ 2 / 2 ≤ V k₀ k c x q := (bath_minimum k₀ c hk x).2 ⟨q, rfl⟩
    have : 0 ≤ kR k₀ k c * x ^ 2 / 2 := by positivity
    linarith
```

## The sign of the shift

Every term cᵢ²/kᵢ is nonnegative, so δk ≥ 0 and kR ≤ k₀. If all cᵢ vanish, δk = 0 and kR = k₀. If some cᵢ ≠ 0, that term is positive and the sum is positive, which is `Finset.sum_pos'`. So kR < k₀ exactly when some coupling is nonzero.

```lean
/-- The renormalized stiffness never exceeds the bare one, and it is strictly smaller
exactly when some coupling is nonzero. -/
theorem kR_le_and_lt_iff (k₀ : ℝ) {k : ι → ℝ} (c : ι → ℝ) (hk : ∀ i, 0 < k i) :
    kR k₀ k c ≤ k₀ ∧ (kR k₀ k c < k₀ ↔ ∃ i, c i ≠ 0) := by
  have hn : ∀ i ∈ (Finset.univ : Finset ι), 0 ≤ c i ^ 2 / k i :=
    fun i _ => by have := hk i; positivity
  have h0 : 0 ≤ ∑ i, c i ^ 2 / k i := Finset.sum_nonneg hn
  unfold kR shift
  refine ⟨by linarith, fun h => ?_, fun ⟨i, hi⟩ => ?_⟩
  · by_contra hc
    have hz : ∀ i, c i = 0 := fun i => by
      by_contra hi
      exact hc ⟨i, hi⟩
    simp [hz] at h
  · have : 0 < ∑ i, c i ^ 2 / k i :=
      Finset.sum_pos' hn ⟨i, Finset.mem_univ i, by have := hk i; positivity⟩
    linarith
```

One mode with stiffness −1, coupling 1 and k₀ = 1 shows what `hk` is needed for. Then δk = −1 and kR = 2, which exceeds k₀ and is positive, while V(0, q) = −q²/2 is negative for q ≠ 0 and unbounded below. The point q̄ is a maximum in q.

## Eliminating part of the bath

Split the bath into modes i in ι with data k₁(i), c₁(i), q₁(i) and modes j in κ with data k₂(j), c₂(j), q₂(j). The potential separates as

    V = [k₀x²/2 + Σⱼ (k₂(j)q₂(j)²/2 − c₂(j)q₂(j)x)] + Σᵢ (k₁(i)q₁(i)²/2 − c₁(i)q₁(i)x).

The bracket is the potential for the κ modes alone, and the last sum does not depend on q₂. Minimising over q₂ at fixed x and q₁ replaces the bracket by k₀′x²/2 with

    k₀′ = k₀ − Σⱼ c₂(j)²/k₂(j).

What remains is a potential of the original form for the ι modes, with the same k₁ and c₁ and bare stiffness k₀′, written `kR k₀ k₂ c₂`. `Sum.elim` joins two families into one on the disjoint union of ι and κ, and `hs` is the separation. Positivity is required of k₂ only.

```lean
/-- Minimizing over one group of bath modes leaves a potential of the same form for the
remaining modes, with the bare stiffness renormalized by the eliminated group. -/
theorem eliminate_shell (k₀ : ℝ) (k₁ c₁ : ι → ℝ) {k₂ : κ → ℝ} (c₂ : κ → ℝ)
    (hk : ∀ j, 0 < k₂ j) (x : ℝ) (q₁ : ι → ℝ) :
    IsLeast (Set.range fun q₂ : κ → ℝ =>
        V k₀ (Sum.elim k₁ k₂) (Sum.elim c₁ c₂) x (Sum.elim q₁ q₂))
      (V (kR k₀ k₂ c₂) k₁ c₁ x q₁) := by
  have hs : ∀ q₂ : κ → ℝ, V k₀ (Sum.elim k₁ k₂) (Sum.elim c₁ c₂) x (Sum.elim q₁ q₂)
      = V k₀ k₂ c₂ x q₂ + ∑ i, (k₁ i * q₁ i ^ 2 / 2 - c₁ i * q₁ i * x) := by
    intro q₂
    simp only [V, Fintype.sum_sum_type, Sum.elim_inl, Sum.elim_inr]
    ring
  have hv : V (kR k₀ k₂ c₂) k₁ c₁ x q₁
      = kR k₀ k₂ c₂ * x ^ 2 / 2 + ∑ i, (k₁ i * q₁ i ^ 2 / 2 - c₁ i * q₁ i * x) := rfl
  simp only [hs]
  rw [hv]
  constructor
  · refine ⟨relaxed k₂ c₂ x, ?_⟩
    simp only [(minimum_iff k₀ c₂ hk x _).2 rfl]
  · rintro _ ⟨q₂, rfl⟩
    have hle : kR k₀ k₂ c₂ * x ^ 2 / 2 ≤ V k₀ k₂ c₂ x q₂ :=
      (bath_minimum k₀ c₂ hk x).2 ⟨q₂, rfl⟩
    simp only
    linarith
```

## The counterterm

Let kphys be the stiffness that the relaxed system is required to have, and set the bare value to k₀ = kphys + δk. Then kR = kphys, and

    V(x, q) = kphys x²/2 + Σᵢ kᵢ(qᵢ − q̄ᵢ(x))²/2,

with minimum kphys x²/2 over q. The proof rewrites `complete_square` and `bath_minimum` with `h`, the identity kR = kphys. Here kphys is any real number.

Renormalised perturbation theory likewise writes a bare parameter as a renormalised one plus a counterterm, but in this finite, quadratic, static model the shift is exact and finite, with no loop integral, cutoff or divergence. The same counterterm is often included in the potential of oscillator-bath Hamiltonians for dissipative quantum dynamics, whose kinetic terms and frequency-dependent response are absent here.

```lean
/-- With bare stiffness `kphys + δk` the potential is `kphys x²/2` plus the harmonic energies
of the bath displacements, and its minimum over the bath is `kphys x²/2`. -/
theorem counterterm (kphys : ℝ) {k : ι → ℝ} (c : ι → ℝ) (hk : ∀ i, 0 < k i) (x : ℝ) :
    (∀ q, V (kphys + shift k c) k c x q
      = kphys * x ^ 2 / 2 + ∑ i, k i * (q i - relaxed k c x i) ^ 2 / 2) ∧
    IsLeast (Set.range (V (kphys + shift k c) k c x)) (kphys * x ^ 2 / 2) := by
  have h : kR (kphys + shift k c) k c = kphys := by unfold kR; ring
  refine ⟨fun q => by rw [complete_square _ c hk, h], ?_⟩
  have := bath_minimum (kphys + shift k c) c hk x
  rwa [h] at this
```

## Static response

Apply a constant force f to x and assume kR > 0, which is `hR`. A second square, now in x, gives

    kR x²/2 − fx = kR(x − f/kR)²/2 − f²/(2kR).

Combined with V ≥ kR x²/2,

    V(x, q) − fx ≥ kR(x − f/kR)²/2 − f²/(2kR) ≥ −f²/(2kR).

Equality of the outer expressions makes both inequalities equalities: the second gives x = f/kR, and the first gives V = kR x²/2, hence q = q̄(x) by `minimum_iff`. Conversely, these values attain the bound. The equilibrium displacement per unit force is therefore 1/kR, so kR is the stiffness seen in a static measurement on x. In the proof `hle` is the first inequality, `hsq` the second square and `hnn` its nonnegativity.

```lean
/-- For `kR > 0` and a static force `f` on `x`, the energy `V - f x` is at least
`-f²/(2 kR)`, with equality exactly at `x = f / kR` and the relaxed bath configuration. -/
theorem static_response {k₀ : ℝ} {k c : ι → ℝ} (hk : ∀ i, 0 < k i) (hR : 0 < kR k₀ k c)
    (f x : ℝ) (q : ι → ℝ) :
    -(f ^ 2 / (2 * kR k₀ k c)) ≤ V k₀ k c x q - f * x ∧
    (V k₀ k c x q - f * x = -(f ^ 2 / (2 * kR k₀ k c)) ↔
      x = f / kR k₀ k c ∧ q = relaxed k c x) := by
  have hle : kR k₀ k c * x ^ 2 / 2 ≤ V k₀ k c x q := (bath_minimum k₀ c hk x).2 ⟨q, rfl⟩
  have hne := hR.ne'
  -- second square, now in x
  have hsq : kR k₀ k c * x ^ 2 / 2 - f * x
      = kR k₀ k c * (x - f / kR k₀ k c) ^ 2 / 2 - f ^ 2 / (2 * kR k₀ k c) := by
    field_simp
    ring
  have hnn : 0 ≤ kR k₀ k c * (x - f / kR k₀ k c) ^ 2 := by positivity
  refine ⟨by linarith, fun h => ?_, fun ⟨hx, hq⟩ => ?_⟩
  · have h2 : kR k₀ k c * (x - f / kR k₀ k c) ^ 2 = 0 := by linarith
    have h3 := (pow_eq_zero_iff two_ne_zero).1 ((mul_eq_zero.1 h2).resolve_left hne)
    exact ⟨by linarith, (minimum_iff k₀ c hk x q).1 (by linarith)⟩
  · have h0 : x - f / kR k₀ k c = 0 := by linarith
    rw [(minimum_iff k₀ c hk x q).2 hq, hsq, h0]
    ring

end

end OscillatorBath
```

```lean
#print axioms OscillatorBath.posDef_iff
#print axioms OscillatorBath.eliminate_shell
#print axioms OscillatorBath.counterterm
#print axioms OscillatorBath.static_response
```

```
'OscillatorBath.posDef_iff' depends on axioms: [propext, Classical.choice, Quot.sound]
'OscillatorBath.eliminate_shell' depends on axioms: [propext, Classical.choice, Quot.sound]
'OscillatorBath.counterterm' depends on axioms: [propext, Classical.choice, Quot.sound]
'OscillatorBath.static_response' depends on axioms: [propext, Classical.choice, Quot.sound]
```
